# An fcc octahedron with n atoms per edge has exactly 6n² fewer bonds than six per atom

An atom inside an fcc crystal has twelve nearest neighbours, and each bond is shared by two atoms, so the bulk has six bonds per atom. A finite cluster of $N$ atoms has fewer. For a cluster bounded by {111} facets, one may ask whether the deficit $6N-B$, with $B$ the number of bonds, contains separate edge and corner terms besides the facet term. For the octahedron with $n$ atoms per edge it is exactly $6n^2$, with no lower-order terms in $n$. In terms of the geometric edge length, which is $n-1$ nearest-neighbour distances, such terms do appear.

```lean
import Mathlib

open Finset

namespace FccOctahedron
```

## The cluster and its bonds

Sites have integer coordinates, in units of half the cubic lattice constant.

```lean
/-- A site of the cubic grid, with integer coordinates `(x, y, z)`. -/
abbrev Site := ℤ × ℤ × ℤ
```

The cluster consists of the sites with $|x|+|y|+|z|\le n-1$ and $x+y+z\equiv n-1 \pmod 2$. The parity condition selects an fcc lattice; for even $n$ the centre of the octahedron is an interstitial position of that lattice, not a vacancy. The size condition already bounds the cluster; the box in the definition only gives Lean a finite set to select from.

```lean
/-- The fcc octahedron with `n` atoms along each edge: the sites with
`|x| + |y| + |z| ≤ n - 1` and `x + y + z` of the same parity as `n - 1`. -/
noncomputable def octahedron (n : ℕ) : Finset Site :=
  (Icc (-(n : ℤ)) n ×ˢ Icc (-(n : ℤ)) n ×ˢ Icc (-(n : ℤ)) n).filter fun p =>
    |p.1| + |p.2.1| + |p.2.2| ≤ (n : ℤ) - 1 ∧ 2 ∣ p.1 + p.2.1 + p.2.2 - ((n : ℤ) - 1)
```

Nearest neighbours differ by a vector of type $(1,1,0)$. One vector from each opposite pair is enough.

```lean
/-- Six nearest-neighbour vectors of the fcc lattice, one from each opposite pair. -/
def bondDirections : Finset Site :=
  {(1, 1, 0), (1, -1, 0), (1, 0, 1), (1, 0, -1), (0, 1, 1), (0, 1, -1)}
```

A bond is a direction $v$ with an atom $p$ such that $p+v$ is also an atom. Using all twelve vectors here would list every bond twice.

```lean
/-- The nearest-neighbour bonds of the octahedron: a direction `v` and an atom `p` such that
`p + v` is also an atom. -/
noncomputable def bonds (n : ℕ) : Finset (Site × Site) :=
  (bondDirections ×ˢ octahedron n).filter fun b => b.2 + b.1 ∈ octahedron n
```

For a fixed $v$, the remaining atoms are those whose neighbour at $p+v$ is missing.

```lean
/-- The atoms whose neighbour in direction `v` is missing from the octahedron. -/
noncomputable def cutSites (n : ℕ) (v : Site) : Finset Site :=
  (octahedron n).filter fun p => ¬ (p + v ∈ octahedron n)
```

Membership is equivalent to the size and parity conditions alone, so the box excludes nothing.

```lean
/-- A site belongs to the octahedron exactly when it meets the size and parity conditions. -/
theorem mem_octahedron (n : ℕ) (x y z : ℤ) : (x, y, z) ∈ octahedron n ↔
    |x| + |y| + |z| ≤ (n : ℤ) - 1 ∧ 2 ∣ x + y + z - ((n : ℤ) - 1) := by
  simp only [octahedron, mem_filter, mem_product, mem_Icc, Int.abs_eq_natAbs]
  omega
```

The six directions and their opposites are all the integer solutions of $x^2+y^2+z^2=2$, and no direction is listed together with its opposite. The equation forces each component into $\{-1,0,1\}$, which leaves finitely many cases.

```lean
/-- The integer vectors of squared length 2 are the six bond directions and their opposites,
and no bond direction is the opposite of another. -/
theorem bondDirections_complete (x y z : ℤ) :
    (((x, y, z) ∈ bondDirections ∨ -(x, y, z) ∈ bondDirections) ↔ x * x + y * y + z * z = 2) ∧
    ¬ ((x, y, z) ∈ bondDirections ∧ -(x, y, z) ∈ bondDirections) := by
  simp only [bondDirections, mem_insert, mem_singleton, Prod.neg_mk, Prod.mk.injEq]
  refine ⟨⟨fun h => ?_, fun h => ?_⟩, by omega⟩
  · rcases h with h | h
    · rcases h with ⟨rfl, rfl, rfl⟩ | ⟨rfl, rfl, rfl⟩ | ⟨rfl, rfl, rfl⟩ | ⟨rfl, rfl, rfl⟩ |
        ⟨rfl, rfl, rfl⟩ | ⟨rfl, rfl, rfl⟩ <;> norm_num
    · simp only [neg_eq_iff_eq_neg] at h
      rcases h with ⟨rfl, rfl, rfl⟩ | ⟨rfl, rfl, rfl⟩ | ⟨rfl, rfl, rfl⟩ | ⟨rfl, rfl, rfl⟩ |
        ⟨rfl, rfl, rfl⟩ | ⟨rfl, rfl, rfl⟩ <;> norm_num
  · -- a squared length of 2 leaves only the components -1, 0, 1
    have hx1 : -1 ≤ x := by nlinarith [mul_self_nonneg y, mul_self_nonneg z]
    have hx2 : x ≤ 1 := by nlinarith [mul_self_nonneg y, mul_self_nonneg z]
    have hy1 : -1 ≤ y := by nlinarith [mul_self_nonneg x, mul_self_nonneg z]
    have hy2 : y ≤ 1 := by nlinarith [mul_self_nonneg x, mul_self_nonneg z]
    have hz1 : -1 ≤ z := by nlinarith [mul_self_nonneg x, mul_self_nonneg y]
    have hz2 : z ≤ 1 := by nlinarith [mul_self_nonneg x, mul_self_nonneg y]
    interval_cases x <;> interval_cases y <;> interval_cases z <;> revert h <;> decide
```

## Two adjacent facets hold n² atoms

The counting repeatedly divides a set into the sites with a property and those without it.

```lean
/-- The size of a finite set of sites is the number of its sites with a given property plus the
number without it. -/
private theorem card_split (S : Finset Site) (P : Site → Prop) [DecidablePred P] :
    S.card = (S.filter P).card + (S.filter fun p => ¬ P p).card := by
  simp only [card_filter]
  rw [← sum_add_distrib, card_eq_sum_ones]
  apply sum_congr rfl
  intro p _
  by_cases h : P p <;> simp [h]
```

Consider the facet pair $x,y\ge 0$, $x+y+|z|=n-1$. For integers $0\le a,b<n$, set
$$(x,y,z)=(\min(a,b),\;n-1-\max(a,b),\;a-b).$$
Since $\max(a,b)-\min(a,b)=|a-b|$, this point lies on the pair. The inverse is
$$a=\tfrac12(n-1+x-y+z),\qquad b=\tfrac12(n-1+x-y-z),$$
where both numerators are even on the facets. The atoms of the pair are thus labelled by an $n\times n$ square array. In space the two triangular facets form a rhombus folded along their common edge; the "square" in the code comment refers to the labels. The lemma allows a relabelling `e` of the sites, so that it also serves for other orientations.

```lean
/-- Two adjacent facets, `x, y ≥ 0` and `x + y + |z| = n - 1`, hold `n²` sites, and so does
every set `S` that a one-to-one relabelling `e` of all sites matches with them. -/
theorem card_facet_pair (n : ℕ) (S : Finset Site) (e : Site ≃ Site)
    (h : ∀ x y z, e (x, y, z) ∈ S ↔ 0 ≤ x ∧ 0 ≤ y ∧ x + y + |z| = (n : ℤ) - 1) :
    S.card = n ^ 2 := by
  have hsq : (Ico (0 : ℤ) n ×ˢ Ico (0 : ℤ) n).card = n ^ 2 := by
    rw [card_product, Int.card_Ico]
    simp [sq]
  rw [← hsq]
  symm
  -- the facet pair is a folded n by n square
  refine card_bij'
    (fun q _ => e (min q.1 q.2, (n : ℤ) - 1 - max q.1 q.2, q.1 - q.2))
    (fun p _ => (((n : ℤ) - 1 + (e.symm p).1 - (e.symm p).2.1 + (e.symm p).2.2) / 2,
      ((n : ℤ) - 1 + (e.symm p).1 - (e.symm p).2.1 - (e.symm p).2.2) / 2)) ?_ ?_ ?_ ?_
  · rintro ⟨a, b⟩ hab
    have hab' := hab
    simp only [mem_product, mem_Ico] at hab'
    simp only [h, Int.abs_eq_natAbs]
    omega
  · intro p hp
    obtain ⟨⟨x, y, z⟩, rfl⟩ := e.surjective p
    have hp' := (h x y z).1 hp
    rw [Int.abs_eq_natAbs] at hp'
    simp only [Equiv.symm_apply_apply, mem_product, mem_Ico]
    omega
  · rintro ⟨a, b⟩ hab
    simp only [Equiv.symm_apply_apply, Prod.mk.injEq]
    omega
  · intro p hp
    obtain ⟨⟨x, y, z⟩, rfl⟩ := e.surjective p
    have hp' := (h x y z).1 hp
    rw [Int.abs_eq_natAbs] at hp'
    simp only [Equiv.symm_apply_apply, EmbeddingLike.apply_eq_iff_eq, Prod.mk.injEq]
    omega
```

## In each direction n² atoms lack their neighbour

Take $v=(1,1,0)$. If $x$ or $y$ is negative, the step does not increase $|x|+|y|+|z|$, and the neighbour is present. If $x,y\ge0$, the sum grows by 2, so the neighbour is missing exactly when the sum exceeds $n-3$. By parity it then equals $n-1$, which gives the facet pair above. The other five directions follow by permuting coordinates and changing signs; `omega` checks the resulting integer conditions.

```lean
/-- In each of the six bond directions, exactly `n²` atoms lack their neighbour. -/
theorem card_cutSites (n : ℕ) {v : Site} (hv : v ∈ bondDirections) :
    (cutSites n v).card = n ^ 2 := by
  simp only [bondDirections, mem_insert, mem_singleton] at hv
  -- each direction leaves the crystal through its own pair of adjacent facets
  rcases hv with rfl | rfl | rfl | rfl | rfl | rfl
  on_goal 1 => refine card_facet_pair n _ (Equiv.refl _) (fun x y z => ?_)
  on_goal 2 => refine card_facet_pair n _ ⟨fun p => (p.1, -p.2.1, p.2.2),
    fun p => (p.1, -p.2.1, p.2.2), fun p => by simp, fun p => by simp⟩ (fun x y z => ?_)
  on_goal 3 => refine card_facet_pair n _ ⟨fun p => (p.1, p.2.2, p.2.1),
    fun p => (p.1, p.2.2, p.2.1), fun p => by simp, fun p => by simp⟩ (fun x y z => ?_)
  on_goal 4 => refine card_facet_pair n _ ⟨fun p => (p.1, p.2.2, -p.2.1),
    fun p => (p.1, -p.2.2, p.2.1), fun p => by simp, fun p => by simp⟩ (fun x y z => ?_)
  on_goal 5 => refine card_facet_pair n _ ⟨fun p => (p.2.2, p.1, p.2.1),
    fun p => (p.2.1, p.2.2, p.1), fun p => by simp, fun p => by simp⟩ (fun x y z => ?_)
  on_goal 6 => refine card_facet_pair n _ ⟨fun p => (p.2.2, p.1, -p.2.1),
    fun p => (p.2.1, -p.2.2, p.1), fun p => by simp, fun p => by simp⟩ (fun x y z => ?_)
  all_goals
    simp only [cutSites, mem_filter, Equiv.refl_apply, Equiv.coe_fn_mk, Prod.mk_add_mk,
      add_zero, mem_octahedron, Int.abs_eq_natAbs]
    omega
```

## Counting the atoms

Raise the octahedron of edge $n$ by one unit in $z$. It fits inside that of edge $n+1$, and the sites left over satisfy $z\le0$ and $|x|+|y|-z=n$. Those with $x\ge0$ form a facet pair of edge $n+1$. For $x<0$, the substitution $x'=-1-x$ gives $x'\ge0$ and $x'+|y|-z=n-1$, a pair of edge $n$. Hence
$$N_{n+1}=N_n+(n+1)^2+n^2.$$

```lean
/-- Lengthening the edge from `n` to `n + 1` atoms adds `(n + 1)² + n²` atoms. -/
theorem card_octahedron_succ (n : ℕ) :
    (octahedron (n + 1)).card = (octahedron n).card + (n + 1) ^ 2 + n ^ 2 := by
  have s1 := card_split (octahedron (n + 1)) (fun p => (p.1, p.2.1, p.2.2 - 1) ∈ octahedron n)
  have s2 := card_split ((octahedron (n + 1)).filter
    fun p => ¬ ((p.1, p.2.1, p.2.2 - 1) ∈ octahedron n)) (fun p => 0 ≤ p.1)
  -- the smaller octahedron, raised by one layer, sits inside the larger one
  have hA : ((octahedron (n + 1)).filter
      fun p => (p.1, p.2.1, p.2.2 - 1) ∈ octahedron n).card = (octahedron n).card := by
    refine card_bij' (fun p _ => (p.1, p.2.1, p.2.2 - 1))
      (fun p _ => (p.1, p.2.1, p.2.2 + 1)) ?_ ?_ ?_ ?_
    · intro p hp
      exact (mem_filter.1 hp).2
    · rintro ⟨x, y, z⟩ hp
      have hp' := hp
      simp only [mem_octahedron, Int.abs_eq_natAbs] at hp'
      simp only [mem_filter, mem_octahedron, Int.abs_eq_natAbs]
      omega
    · intro p _
      simp
    · intro p _
      simp
  -- the rest is the lower half of the surface: two facet pairs, of edge n + 1 and n
  have hB : (((octahedron (n + 1)).filter
      fun p => ¬ ((p.1, p.2.1, p.2.2 - 1) ∈ octahedron n)).filter
      fun p => 0 ≤ p.1).card = (n + 1) ^ 2 := by
    refine card_facet_pair (n + 1) _ ⟨fun p => (p.1, p.2.2, -p.2.1),
      fun p => (p.1, -p.2.2, p.2.1), fun p => by simp, fun p => by simp⟩ (fun x y z => ?_)
    simp only [mem_filter, Equiv.coe_fn_mk, mem_octahedron, Int.abs_eq_natAbs]
    omega
  have hC : (((octahedron (n + 1)).filter
      fun p => ¬ ((p.1, p.2.1, p.2.2 - 1) ∈ octahedron n)).filter
      fun p => ¬ 0 ≤ p.1).card = n ^ 2 := by
    refine card_facet_pair n _ ⟨fun p => (-1 - p.1, p.2.2, -p.2.1),
      fun p => (-1 - p.1, -p.2.2, p.2.1), fun p => by simp, fun p => by simp⟩ (fun x y z => ?_)
    simp only [mem_filter, Equiv.coe_fn_mk, mem_octahedron, Int.abs_eq_natAbs]
    omega
  rw [s1, s2, hA, hB, hC]
  ring
```

With $N_0=0$, induction gives $3N_n=n(2n^2+1)$, because the right-hand side grows by $6n^2+6n+3$ at each step.

```lean
/-- Three times the number of atoms is `n (2n² + 1)`. -/
theorem three_mul_card_octahedron (n : ℕ) :
    3 * (octahedron n).card = n * (2 * n ^ 2 + 1) := by
  induction n with
  | zero =>
    have h0 : octahedron 0 = ∅ := by
      apply eq_empty_of_forall_notMem
      rintro ⟨x, y, z⟩ h
      simp only [mem_octahedron, Int.abs_eq_natAbs] at h
      omega
    simp [h0]
  | succ n ih =>
    rw [card_octahedron_succ]
    nlinarith [ih]
```

## Counting the bonds

Each of the six directions contributes $N-n^2$ bonds, so $B+6n^2=6N$.

```lean
/-- The number of bonds plus `6n²` equals six times the number of atoms. -/
theorem card_bonds_add_cut (n : ℕ) :
    (bonds n).card + 6 * n ^ 2 = 6 * (octahedron n).card := by
  have h : (bonds n).card =
      ∑ v ∈ bondDirections, ((octahedron n).filter fun p => p + v ∈ octahedron n).card := by
    simp only [bonds, card_filter, sum_product]
  have h3 : ∑ v ∈ bondDirections,
      (((octahedron n).filter fun p => p + v ∈ octahedron n).card + n ^ 2) =
      ∑ _v ∈ bondDirections, (octahedron n).card := by
    refine sum_congr rfl fun v hv => ?_
    rw [← card_cutSites n hv]
    exact (card_split (octahedron n) (fun p => p + v ∈ octahedron n)).symm
  have hD : bondDirections.card = 6 := by decide
  rw [sum_add_distrib, ← h] at h3
  simpa only [sum_const, hD, smul_eq_mul] using h3
```

The main theorem states both counts for every natural number $n$, over the rationals, where subtraction and division have their usual meaning.

```lean
/-- The fcc octahedron with `n` atoms per edge has `N = n (2n² + 1) / 3` atoms and
`6N - 6n²` nearest-neighbour bonds. -/
theorem atoms_and_bonds (n : ℕ) :
    ((octahedron n).card : ℚ) = n * (2 * n ^ 2 + 1) / 3 ∧
    ((bonds n).card : ℚ) = 6 * (octahedron n).card - 6 * n ^ 2 := by
  have h1 : (3 : ℚ) * (octahedron n).card = n * (2 * n ^ 2 + 1) := by
    exact_mod_cast three_mul_card_octahedron n
  have h2 : ((bonds n).card : ℚ) + 6 * n ^ 2 = 6 * (octahedron n).card := by
    exact_mod_cast card_bonds_add_cut n
  constructor <;> linarith
```

Substituting $N$ gives $B=2n(2n^2+1)-6n^2=2n(n-1)(2n-1)$. A single atom ($n=1$) has no bonds; the six-atom octahedron ($n=2$) has 12.

```lean
/-- In terms of the edge length alone, the number of bonds is `2n (n - 1) (2n - 1)`. -/
theorem card_bonds_closed_form (n : ℕ) :
    ((bonds n).card : ℚ) = 2 * n * (n - 1) * (2 * n - 1) := by
  obtain ⟨h1, h2⟩ := atoms_and_bonds n
  rw [h2, h1]
  ring

end FccOctahedron
```

```lean
#print axioms FccOctahedron.bondDirections_complete
-- 'FccOctahedron.bondDirections_complete' depends on axioms: [propext, Classical.choice, Quot.sound]
#print axioms FccOctahedron.atoms_and_bonds
-- 'FccOctahedron.atoms_and_bonds' depends on axioms: [propext, Classical.choice, Quot.sound]
#print axioms FccOctahedron.card_bonds_closed_form
-- 'FccOctahedron.card_bonds_closed_form' depends on axioms: [propext, Classical.choice, Quot.sound]
```

The absence of lower-order terms depends on measuring the edge in atoms. In terms of its geometric length $L=n-1$, in nearest-neighbour distances, the same deficit reads $6L^2+12L+6$, so whether edge and corner terms appear depends on the measure of size. In a model with a constant energy per nearest-neighbour bond and no relaxation, the same holds for the energy excess over the bulk, which is proportional to the deficit. The counts can also serve as a test for cluster builders and nearest-neighbour lists on unrelaxed octahedra.
